# Hydrogenic 1s2s electrons repel less in the triplet than in the singlet

How strongly two electrons in the 1s2s configuration repel each other is posed here as a radial problem: the 1s and 2s orbitals are fixed as those of hydrogen, with nuclear charge 1, and the repulsion has the kernel $1/\max(r,s)$, where $r$ and $s$ are the electrons' distances from the nucleus. In atomic units the mean repulsion is $137/729$ in the triplet and $169/729$ in the singlet.

```lean
import Mathlib

open MeasureTheory Set Filter Topology Polynomial

noncomputable section

namespace TwoElectron1s2s

/-- The hydrogen 1s radial function, multiplied by `r`. -/
def u1 (r : ℝ) : ℝ := 2 * r * Real.exp (-r)

/-- The hydrogen 2s radial function, multiplied by `r`. -/
def u2 (r : ℝ) : ℝ := r * (2 - r) * Real.exp (-(r / 2)) / √8

/-- The double integral of `W(r,s) / max(r,s)` over `r, s > 0`. -/
def repulsion (W : ℝ → ℝ → ℝ) : ℝ := ∫ r in Ioi 0, ∫ s in Ioi 0, W r s / max r s

/-- The 1s2s function `(u1(r) u2(s) + ε u2(r) u1(s)) / √2` of two electrons. -/
def pair (ε r s : ℝ) : ℝ := (u1 r * u2 s + ε * (u2 r * u1 s)) / √2

/-- If `f` is the derivative of a quartic times `exp(-as)`, with `a > 0`, its integral from
`c` to infinity converges and is minus that product at `c`. -/
theorem integral_quartic_exp (f : ℝ → ℝ) {a : ℝ} (ha : 0 < a) (c q0 q1 q2 q3 q4 : ℝ)
    (hf : ∀ s, f s = (q1 + 2 * q2 * s + 3 * q3 * s ^ 2 + 4 * q4 * s ^ 3
      - a * (q0 + q1 * s + q2 * s ^ 2 + q3 * s ^ 3 + q4 * s ^ 4)) * Real.exp (-(a * s))) :
    IntegrableOn f (Ioi c) ∧ ∫ s in Ioi c, f s =
      -((q0 + q1 * c + q2 * c ^ 2 + q3 * c ^ 3 + q4 * c ^ 4) * Real.exp (-(a * c))) := by
  -- the exponential beats every polynomial
  have lim : ∀ (p : ℝ[X]) {b : ℝ}, 0 < b →
      Tendsto (fun s => p.eval s * Real.exp (-(b * s))) atTop (𝓝 0) := by
    intro p b hb
    refine ((Polynomial.tendsto_div_exp_atTop (p.comp (C b⁻¹ * X))).comp
      (tendsto_id.const_mul_atTop hb)).congr fun s => ?_
    have e : b⁻¹ * (b * s) = s := by field_simp
    simp only [Function.comp_apply, id_eq, eval_comp, eval_mul, eval_C, eval_X, e,
      Real.exp_neg, div_eq_mul_inv]
  let Q : ℝ[X] := C q0 + C q1 * X + C q2 * X ^ 2 + C q3 * X ^ 3 + C q4 * X ^ 4
  have hQ : ∀ s, Q.eval s = q0 + q1 * s + q2 * s ^ 2 + q3 * s ^ 3 + q4 * s ^ 4 := by
    intro s
    simp only [Q, eval_add, eval_mul, eval_C, eval_pow, eval_X]
  have hf' : ∀ s, f s = (Q.derivative - C a * Q).eval s * Real.exp (-(a * s)) := by
    intro s
    rw [hf, eval_sub, eval_mul, eval_C, hQ]
    simp only [Q, derivative_add, derivative_mul, derivative_C, derivative_X_pow,
      derivative_X, eval_add, eval_mul, eval_C, eval_pow, eval_X, eval_zero, eval_one]
    ring
  have hi : IntegrableOn f (Ioi c) := by
    rw [funext hf']
    refine integrable_of_isBigO_exp_neg (half_pos ha)
      ((Polynomial.continuous _).mul (by fun_prop)).continuousOn ?_
    refine (((lim (Q.derivative - C a * Q) (half_pos ha)).isBigO_one ℝ).mul
      (Asymptotics.isBigO_refl (fun s => Real.exp (-(a / 2) * s)) atTop)).congr
      (fun s => ?_) (fun s => one_mul _)
    rw [mul_assoc, ← Real.exp_add]
    congr 2
    ring
  have hd : ∀ s ∈ Ici c, HasDerivAt (fun s => Q.eval s * Real.exp (-(a * s))) (f s) s := by
    intro s _
    have h1 := ((hasDerivAt_id' s).const_mul a).fun_neg.exp
    refine ((Q.hasDerivAt s).fun_mul h1).congr_deriv ?_
    rw [hf', eval_sub, eval_mul, eval_C]
    ring
  rw [← hQ]
  exact ⟨hi, (integral_Ioi_of_hasDerivAt_of_tendsto' hd hi (lim Q ha)).trans (zero_sub _)⟩

/-- Let `U(s) = q0 - q(s) exp(-as)` with `a > 0` and `q` a cubic with `q(0) = q0`. The radial
charge `g(s) = -s U''(s)` has the potential `U(r)/r` at every `r > 0`. -/
theorem potential {g h : ℝ → ℝ} {a : ℝ} (ha : 0 < a) (q0 q1 q2 q3 : ℝ)
    (hg : ∀ s, g s = s * h s)
    (hh : ∀ s, h s = (2 * q2 + 6 * q3 * s - 2 * a * (q1 + 2 * q2 * s + 3 * q3 * s ^ 2)
      + a ^ 2 * (q0 + q1 * s + q2 * s ^ 2 + q3 * s ^ 3)) * Real.exp (-(a * s)))
    {r : ℝ} (hr : 0 < r) :
    IntegrableOn (fun s => g s / max r s) (Ioi 0) ∧ ∫ s in Ioi 0, g s / max r s =
      (q0 - (q0 + q1 * r + q2 * r ^ 2 + q3 * r ^ 3) * Real.exp (-(a * r))) / r := by
  have A := fun c => integral_quartic_exp g ha c (-q0) (-(a * q0)) (q2 - a * q1)
    (2 * q3 - a * q2) (-(a * q3)) fun s => by rw [hg, hh]; ring
  have B := integral_quartic_exp h ha r (q1 - a * q0) (2 * q2 - a * q1)
    (3 * q3 - a * q2) (-(a * q3)) 0 fun s => by rw [hh]; ring
  -- inside `r` the kernel is `1/r`, outside it is `1/s`
  have e1 : EqOn (fun s => g s / r) (fun s => g s / max r s) (Ioc 0 r) :=
    fun s hs => by simp only [max_eq_left hs.2]
  have e2 : EqOn h (fun s => g s / max r s) (Ioi r) := fun s hs => by
    have h0 : s ≠ 0 := (hr.trans hs).ne'
    simp only [max_eq_right (mem_Ioi.1 hs).le, hg]
    field_simp
  have j := (A 0).1.mono_set (Ioc_subset_Ioi_self : Ioc 0 r ⊆ Ioi 0)
  have i : IntegrableOn (fun s => g s / r) (Ioc 0 r) := Integrable.div_const j r
  have i1 := i.congr_fun e1 measurableSet_Ioc
  have i2 := B.1.congr_fun e2 measurableSet_Ioi
  have t := setIntegral_union (Ioc_disjoint_Ioi le_rfl) measurableSet_Ioi j (A r).1
  have e0 : Real.exp (-(a * 0)) = 1 := by simp
  rw [Ioc_union_Ioi_eq_Ioi hr.le, (A 0).2, (A r).2, e0] at t
  rw [← Ioc_union_Ioi_eq_Ioi hr.le]
  refine ⟨i1.union i2, ?_⟩
  rw [setIntegral_union (Ioc_disjoint_Ioi le_rfl) measurableSet_Ioi i1 i2,
    ← setIntegral_congr_fun measurableSet_Ioc e1,
    ← setIntegral_congr_fun measurableSet_Ioi e2, integral_div, B.2,
    eq_sub_of_add_eq t.symm]
  field_simp
  ring

/-- The 1s density, the 2s density and the 1s2s transition density in explicit form. -/
theorem densities (s : ℝ) : u1 s ^ 2 = s * (4 * s * Real.exp (-(2 * s))) ∧
    u2 s ^ 2 = s * (s * (2 - s) ^ 2 / 8 * Real.exp (-(1 * s))) ∧
    u1 s * u2 s = s * (2 / √8 * s * (2 - s) * Real.exp (-(3 / 2 * s))) := by
  have h1 : Real.exp (-(2 * s)) = Real.exp (-s) * Real.exp (-s) := by
    rw [← Real.exp_add]; congr 1; ring
  have h2 : Real.exp (-(1 * s)) = Real.exp (-(s / 2)) * Real.exp (-(s / 2)) := by
    rw [← Real.exp_add]; congr 1; ring
  have h3 : Real.exp (-(3 / 2 * s)) = Real.exp (-s) * Real.exp (-(s / 2)) := by
    rw [← Real.exp_add]; congr 1; ring
  unfold u1 u2
  refine ⟨by rw [h1]; ring, ?_, by rw [h3]; ring⟩
  rw [h2, div_pow, Real.sq_sqrt (by norm_num)]
  ring

/-- The repulsion of any combination of the two direct products of 1s and 2s densities and
the product of two transition densities. -/
theorem repulsion_sum (α β γ : ℝ) :
    repulsion (fun r s => α * (u1 r ^ 2 * u2 s ^ 2) + β * (u2 r ^ 2 * u1 s ^ 2)
      + γ * (u1 r * u2 r * (u1 s * u2 s))) = (α + β) * (17 / 81) + γ * (16 / 729) := by
  have hk : (2 / √8) ^ 2 = 1 / 2 := by
    rw [div_pow, Real.sq_sqrt (by norm_num)]; norm_num
  -- integrate over the second electron with the three potentials
  have inner : ∀ r ∈ Ioi (0 : ℝ), ∫ s in Ioi 0, (α * (u1 r ^ 2 * u2 s ^ 2)
      + β * (u2 r ^ 2 * u1 s ^ 2) + γ * (u1 r * u2 r * (u1 s * u2 s))) / max r s =
      4 * α * r * Real.exp (-(2 * r)) + β * (r * (2 - r) ^ 2 / 8) * Real.exp (-(1 * r))
      + (γ * (2 / 27) * (4 * r ^ 2 + 4 * r ^ 3 - 3 * r ^ 4)
        - α * (4 * r + 3 * r ^ 2 + r ^ 3 + r ^ 4 / 2)
        - β * (4 * r - 3 * r ^ 3 + r ^ 4) / 8) * Real.exp (-(3 * r)) := by
    intro r hr
    have hr0 : r ≠ 0 := (mem_Ioi.1 hr).ne'
    obtain ⟨i1, v1⟩ := potential two_pos 1 1 0 0 (fun s => (densities s).1)
      (fun s => by ring) (mem_Ioi.1 hr)
    obtain ⟨i2, v2⟩ := potential one_pos 1 (3 / 4) (1 / 4) (1 / 8)
      (fun s => (densities s).2.1) (fun s => by ring) (mem_Ioi.1 hr)
    obtain ⟨i3, v3⟩ := potential (by norm_num : (0 : ℝ) < 3 / 2) 0 (2 / √8 * (-8 / 27))
      (2 / √8 * (-4 / 9)) 0 (fun s => (densities s).2.2) (fun s => by ring) (mem_Ioi.1 hr)
    have h : ∀ s, (α * (u1 r ^ 2 * u2 s ^ 2) + β * (u2 r ^ 2 * u1 s ^ 2)
        + γ * (u1 r * u2 r * (u1 s * u2 s))) / max r s =
        α * u1 r ^ 2 * (u2 s ^ 2 / max r s) + β * u2 r ^ 2 * (u1 s ^ 2 / max r s)
        + γ * (u1 r * u2 r) * (u1 s * u2 s / max r s) := fun s => by ring
    have hc : ∀ A p U : ℝ, A * (r * p) * (U / r) = A * p * U := by
      intro A p U
      field_simp
    have e1 : Real.exp (-(3 * r)) = Real.exp (-(1 * r)) * Real.exp (-(2 * r)) := by
      rw [← Real.exp_add]; congr 1; ring
    have e2 : Real.exp (-(3 * r)) = Real.exp (-(3 / 2 * r)) * Real.exp (-(3 / 2 * r)) := by
      rw [← Real.exp_add]; congr 1; ring
    simp only [h]
    refine (integral_add ((Integrable.const_mul i2 (α * u1 r ^ 2)).add
      (Integrable.const_mul i1 (β * u2 r ^ 2)))
      (Integrable.const_mul i3 (γ * (u1 r * u2 r)))).trans ?_
    rw [integral_add' (Integrable.const_mul i2 _) (Integrable.const_mul i1 _),
      integral_const_mul, integral_const_mul, integral_const_mul, v1, v2, v3,
      (densities r).1, (densities r).2.1, (densities r).2.2, hc, hc, hc]
    linear_combination (α * (4 * r + 3 * r ^ 2 + r ^ 3 + r ^ 4 / 2)
      + β * r * (2 - r) ^ 2 * (1 + r) / 8) * e1
      + γ * r ^ 2 * (2 - r) * (8 / 27 + 4 / 9 * r) * Real.exp (-(3 / 2 * r)) ^ 2 * hk
      - γ * r ^ 2 * (2 - r) * (8 / 27 + 4 / 9 * r) / 2 * e2
  -- integrate over the first electron
  have A := integral_quartic_exp (fun r => 4 * α * r * Real.exp (-(2 * r))) two_pos 0
    (-α) (-2 * α) 0 0 0 fun s => by ring
  have B := integral_quartic_exp (fun r => β * (r * (2 - r) ^ 2 / 8) * Real.exp (-(1 * r)))
    one_pos 0 (-β / 4) (-β / 4) (β / 8) (-β / 8) 0 fun s => by ring
  have D := integral_quartic_exp (fun r => (γ * (2 / 27) * (4 * r ^ 2 + 4 * r ^ 3 - 3 * r ^ 4)
      - α * (4 * r + 3 * r ^ 2 + r ^ 3 + r ^ 4 / 2)
      - β * (4 * r - 3 * r ^ 3 + r ^ 4) / 8) * Real.exp (-(3 * r))) three_pos 0
    (-16 / 729 * γ + 64 / 81 * α + 13 / 324 * β) (-16 / 243 * γ + 64 / 27 * α + 13 / 108 * β)
    (-8 / 81 * γ + 14 / 9 * α - 5 / 72 * β) (5 / 9 * α - 5 / 72 * β)
    (2 / 27 * γ + α / 6 + β / 24) fun s => by ring
  refine (setIntegral_congr_fun measurableSet_Ioi fun r hr => inner r hr).trans ?_
  refine (integral_add (Integrable.add A.1 B.1) D.1).trans ?_
  rw [integral_add' A.1 B.1, A.2, B.2, D.2]
  simp only [mul_zero, neg_zero, Real.exp_zero]
  ring

/-- The Coulomb integral of the 1s and 2s densities is `17/81`. -/
theorem coulomb_integral : repulsion (fun r s => u1 r ^ 2 * u2 s ^ 2) = 17 / 81 := by
  have h := repulsion_sum 1 0 0
  simp only [one_mul, zero_mul, add_zero] at h
  exact h

/-- The exchange integral of the 1s and 2s orbitals is `16/729`. -/
theorem exchange_integral :
    repulsion (fun r s => u1 r * u2 r * (u1 s * u2 s)) = 16 / 729 := by
  have h := repulsion_sum 0 0 1
  simp only [one_mul, zero_mul, add_zero, zero_add] at h
  exact h

/-- The mean repulsion is `137/729` in the antisymmetric (triplet) 1s2s function and `169/729`
in the symmetric (singlet) one, so it is lower in the triplet. -/
theorem triplet_below_singlet :
    repulsion (fun r s => pair (-1) r s ^ 2) = 137 / 729 ∧
    repulsion (fun r s => pair 1 r s ^ 2) = 169 / 729 ∧
    repulsion (fun r s => pair (-1) r s ^ 2) < repulsion (fun r s => pair 1 r s ^ 2) := by
  have key : ∀ ε : ℝ, ε ^ 2 = 1 →
      repulsion (fun r s => pair ε r s ^ 2) = 17 / 81 + ε * (16 / 729) := by
    intro ε hε
    have h : ∀ r s, pair ε r s ^ 2 = 1 / 2 * (u1 r ^ 2 * u2 s ^ 2)
        + 1 / 2 * (u2 r ^ 2 * u1 s ^ 2) + ε * (u1 r * u2 r * (u1 s * u2 s)) := by
      intro r s
      unfold pair
      rw [div_pow, Real.sq_sqrt zero_le_two]
      linear_combination (u2 r ^ 2 * u1 s ^ 2 / 2) * hε
    simp only [h]
    rw [repulsion_sum]
    ring
  rw [key (-1) (by norm_num), key 1 (by norm_num)]
  norm_num

end TwoElectron1s2s
```

```lean
#print axioms TwoElectron1s2s.coulomb_integral
#print axioms TwoElectron1s2s.exchange_integral
#print axioms TwoElectron1s2s.triplet_below_singlet
```

```
'TwoElectron1s2s.coulomb_integral' depends on axioms: [propext, Classical.choice, Quot.sound]
'TwoElectron1s2s.exchange_integral' depends on axioms: [propext, Classical.choice, Quot.sound]
'TwoElectron1s2s.triplet_below_singlet' depends on axioms: [propext, Classical.choice, Quot.sound]
```

## Radial functions and the kernel

`u1` and `u2` are $r$ times the 1s and 2s radial functions, so the volume factors $r^2$ and $s^2$ are already included. `repulsion W` integrates $W(r,s)/\max(r,s)$ over $s>0$ and then over $r>0$. `pair ε` is likewise $rs$ times the two-electron radial function, antisymmetric for $\varepsilon=-1$ (triplet) and symmetric for $\varepsilon=1$ (singlet). Spin is present only through this sign. The prefactor $1/\sqrt2$ normalises `pair` because `u1` and `u2` are orthonormal, a property that the theorems neither state nor need.

The step left to the reader is the angular average: for s orbitals, averaging $1/|\mathbf r-\mathbf s|$ over directions gives $1/\max(r,s)$.

`coulomb_integral` states $J=17/81$, `exchange_integral` states $K=16/729$, and `triplet_below_singlet` gives both mean repulsions and their order. Both states have the same one-electron energy, so in first-order perturbation theory with these unrelaxed orbitals they are split by $2K=32/729$ hartree. The order of the repulsions belongs to these fixed orbitals: in the exact 1s2s states of helium the triplet has the larger mean repulsion, and it lies lower because its electrons are attracted more strongly to the nucleus. For nuclear charge 1 this is only a model, since the hydride ion has no bound 1s2s state; with hydrogenic orbitals for nuclear charge $Z$, both $J$ and $K$ are multiplied by $Z$.

## Potentials of the three charges

Let $g$ be a radial charge. Shells inside $r$ act as if at the centre, and shells outside contribute $1/s$:

$$V(r)=\frac1r\int_0^r g(s)\,ds+\int_r^\infty\frac{g(s)}s\,ds .$$

Suppose $g=-sU''$ with $U(0)=0$ and $U'\to0$ at infinity. Integration by parts turns the first integral into $U(r)-rU'(r)$, and the second is $U'(r)$. Hence $V=U/r$. The three charges have

- for $u_1^2$: $U=1-(1+r)e^{-2r}$;
- for $u_2^2$: $U=1-\left(1+\tfrac34r+\tfrac14r^2+\tfrac18r^3\right)e^{-r}$;
- for $u_1u_2$: $U=\tfrac{4}{27\sqrt2}\,r(2+3r)e^{-3r/2}$.

The theorem `potential` proves this rule by splitting the half-line at $r$; its `h` is $-U''$. `densities` puts the three products into the required form.

## The two integrals

With $\int_0^\infty r^n e^{-ar}dr=n!/a^{n+1}$, the 1s density in the 2s potential gives

$$J=\int_0^\infty 4r e^{-2r}dr-\int_0^\infty\left(4r+3r^2+r^3+\tfrac12r^4\right)e^{-3r}dr=1-\frac{64}{81}=\frac{17}{81}.$$

The 2s density in the 1s potential gives $\tfrac14-\tfrac{13}{324}$, the same number. For the transition density,

$$K=\frac2{27}\int_0^\infty(4r^2+4r^3-3r^4)e^{-3r}dr=\frac2{27}\cdot\frac8{27}=\frac{16}{729}.$$

`repulsion_sum` does all three calculations at once, with weights $\alpha,\beta,\gamma$. Its `inner` step inserts the potentials, and `linear_combination` merges the exponentials. Since both orders of the direct term are computed, no exchange of integrations is needed.

For $\varepsilon^2=1$, squaring the pair function gives

$$\tfrac12u_1(r)^2u_2(s)^2+\tfrac12u_2(r)^2u_1(s)^2+\varepsilon\,u_1(r)u_2(r)\,u_1(s)u_2(s),$$

whose repulsion is $J+\varepsilon K=(153+16\varepsilon)/729$. This is the step `key` in the last theorem.

## Integration by a supplied antiderivative

Every integral evaluated in the Lean code rests on Mathlib's `integral_Ioi_of_hasDerivAt_of_tendsto'`, the fundamental theorem of calculus on a half-line. It asks for an antiderivative $F$ of $f$ on $[c,\infty)$, integrability of $f$ beyond $c$, and a limit of $F$ at infinity; the integral is that limit minus $F(c)$.

`integral_quartic_exp` packages this for $F(s)=Q(s)e^{-as}$, with $Q$ a polynomial of degree at most four and $a>0$. The limit is zero because the exponential beats every polynomial. The same fact bounds $f$ by a multiple of $e^{-as/2}$ at large $s$, which gives integrability. Each use then supplies the five coefficients of $Q$, and `ring` confirms that $F'=f$. Lean therefore never searches for an antiderivative: the long list of fractions in `repulsion_sum` is the answer to the integration, checked by differentiation.
